# Promoting m independent electrons out of closed shells of an isotropic harmonic oscillator costs at least mħω

Independent electrons occupy spin-orbitals of a `d`-dimensional isotropic harmonic oscillator with frequency `w ≥ 0` and `ħ = 1`, and the reference configuration fills both spin states of every orbital with at most `K` quanta. `excitation_cost` says that any finite configuration `C` with the same number of electrons has energy at least that of the reference plus `w` times the number of its electrons outside the closed shells. The proof first shows that there are as many holes in the closed shells as electrons outside them. It then bounds the energy of each promoted electron below by `w * (K + 1 + d / 2)` and that of each vacated spin-orbital above by `w * (K + d / 2)`, and cancels the spin-orbitals common to both configurations.

This version doesn't compile in Lean 4 with Mathlib:

```lean
import Mathlib

open Finset

namespace ExcitationCost

noncomputable section

/-- Energy of the oscillator orbital with quantum numbers `n` in `d` dimensions, at
frequency `w` and in units with `ħ = 1`. -/
def level {d : ℕ} (w : ℝ) (n : Fin d → ℕ) : ℝ := w * ∑ i, ((n i : ℝ) + 1 / 2)

/-- The orbitals of shells `0` through `K`: those with at most `K` quanta in total. -/
def filled (d K : ℕ) : Finset (Fin d → ℕ) :=
  (Fintype.piFinset fun _ => range (K + 1)).filter fun n => ∑ i, n i ≤ K

/-- The closed-shell configuration: each orbital through shell `K` is occupied in both
spin states. -/
def closedShell (d K : ℕ) : Finset ((Fin d → ℕ) × Bool) := filled d K ×ˢ univ

/-- Total energy of independent electrons occupying the spin-orbitals in `C`. -/
def energy {d : ℕ} (w : ℝ) (C : Finset ((Fin d → ℕ) × Bool)) : ℝ :=
  ∑ p ∈ C, level w p.1

/-- An orbital belongs to the filled shells exactly when it has at most `K` quanta. -/
theorem mem_filled {d K : ℕ} (n : Fin d → ℕ) : n ∈ filled d K ↔ ∑ i, n i ≤ K := by
  rw [filled, mem_filter, Fintype.mem_piFinset]
  refine ⟨fun h => h.2, fun h => ⟨fun i => ?_, h⟩⟩
  have hi : n i ≤ ∑ j, n j :=
    Finset.single_le_sum (f := n) (fun j _ => Nat.zero_le _) (mem_univ i)
  rw [mem_range]
  omega

/-- The level energy is `w * (q + d / 2)`, where `q` is the total number of quanta. -/
theorem level_eq {d : ℕ} (w : ℝ) (n : Fin d → ℕ) :
    level w n = w * (∑ i, (n i : ℝ) + d / 2) := by
  rw [level, Finset.sum_add_distrib, Finset.sum_const, Finset.card_univ,
    Fintype.card_fin, nsmul_eq_mul]
  ring

/-- For `w ≥ 0`, a configuration `C` with as many electrons as the closed-shell configuration has an
energy above the closed-shell energy by at least `w` times the number of electrons of `C` outside
the closed shells. -/
theorem excitation_cost {d K : ℕ} {w : ℝ} (hw : 0 ≤ w)
    (C : Finset ((Fin d → ℕ) × Bool)) (hC : C.card = (closedShell d K).card) :
    energy w (closedShell d K) + w * ((C \ closedShell d K).card : ℝ) ≤ energy w C := by
  have hm : ∀ p : (Fin d → ℕ) × Bool, p ∈ closedShell d K ↔ ∑ i, p.1 i ≤ K := by
    intro p
    simp [closedShell, mem_filled]
  -- there are as many holes as promoted electrons
  have hcard : (closedShell d K \ C).card = (C \ closedShell d K).card := by
    have h1 := Finset.card_sdiff_add_card_inter C (closedShell d K)
    have h2 := Finset.card_sdiff_add_card_inter (closedShell d K) C
    rw [Finset.inter_comm] at h2
    omega
  have hup := Finset.card_nsmul_le_sum (C \ closedShell d K) (fun p => level w p.1)
    (w * ((K : ℝ) + 1 + d / 2)) (by
      intro p hp
      have h : K + 1 ≤ ∑ i, p.1 i := by
        have h' := (hm p).not.1 (Finset.mem_sdiff.1 hp).2
        omega
      have h' : (K : ℝ) + 1 ≤ ∑ i, (p.1 i : ℝ) := by exact_mod_cast h
      change _ ≤ level w p.1
      rw [level_eq]
      exact mul_le_mul_of_nonneg_left (by linarith) hw)
  have hdown := Finset.sum_le_card_nsmul (closedShell d K \ C) (fun p => level w p.1)
    (w * ((K : ℝ) + d / 2)) (by
      intro p hp
      have h' : ∑ i, (p.1 i : ℝ) ≤ (K : ℝ) := by
        exact_mod_cast (hm p).1 (Finset.mem_sdiff.1 hp).1
      change level w p.1 ≤ _
      rw [level_eq]
      exact mul_le_mul_of_nonneg_left (by linarith) hw)
  rw [nsmul_eq_mul] at hup hdown
  rw [hcard] at hdown
  -- the spin-orbitals common to both configurations cancel
  have e1 := Finset.sum_inter_add_sum_diff C (closedShell d K) (fun p => level w p.1)
  have e2 := Finset.sum_inter_add_sum_diff (closedShell d K) C (fun p => level w p.1)
  rw [Finset.inter_comm] at e2
  unfold energy
  linarith

end

end ExcitationCost
```

The error:

```
Main.lean:77:13: error(lean.unknownIdentifier): Unknown constant `Finset.sum_inter_add_sum_diff`
Main.lean:46:86: error: unsolved goals
d K : ℕ
w : ℝ
hw : 0 ≤ w
C : Finset ((Fin d → ℕ) × Bool)
hC : #C = #(closedShell d K)
hm : ∀ (p : (Fin d → ℕ) × Bool), p ∈ closedShell d K ↔ ∑ i, p.1 i ≤ K
hcard : #(closedShell d K \ C) = #(C \ closedShell d K)
hup : ↑(#(C \ closedShell d K)) * (w * (↑K + 1 + ↑d / 2)) ≤ ∑ p ∈ C \ closedShell d K, level w p.1
hdown : ∑ p ∈ closedShell d K \ C, level w p.1 ≤ ↑(#(C \ closedShell d K)) * (w * (↑K + ↑d / 2))
⊢ energy w (closedShell d K) + w * ↑(#(C \ closedShell d K)) ≤ energy w C
```

Diagnosis. The first message says that no constant called `Finset.sum_inter_add_sum_diff` exists in the imported library. The lemma wanted is `Finset.sum_inter_add_sum_sdiff`, with `sdiff` for set difference: the sum over `s ∩ t` plus the sum over `s \ t` is the sum over `s`.

The second message is a consequence of the first. It shows the main inequality still open, with `hup` and `hdown` available but neither `e1` nor `e2`, the two equations that split the total energies into common and differing parts.

The diff corrects the name in both places and leaves the arguments alone. The second use needs the change too, although only the first was reported. With `e1` and `e2` in place, `Finset.inter_comm` makes their common sums match, and `linarith` combines them with the two bounds to close the goal.

Fix (accepted with no message):

```diff
@@ -75,6 +75,6 @@
   rw [hcard] at hdown
   -- the spin-orbitals common to both configurations cancel
-  have e1 := Finset.sum_inter_add_sum_diff C (closedShell d K) (fun p => level w p.1)
-  have e2 := Finset.sum_inter_add_sum_diff (closedShell d K) C (fun p => level w p.1)
+  have e1 := Finset.sum_inter_add_sum_sdiff C (closedShell d K) (fun p => level w p.1)
+  have e2 := Finset.sum_inter_add_sum_sdiff (closedShell d K) C (fun p => level w p.1)
   rw [Finset.inter_comm] at e2
   unfold energy
```
